# Hahn-echo dephasing in Ornstein–Uhlenbeck noise: closed form and cubic short-time law

An electron spin in a solid precesses at a frequency that wanders as the nuclear spins around it flip. A refocusing pulse halfway through the evolution cancels the phase from any constant frequency offset, but the bath keeps moving between the two halves, and some dephasing survives. How much survives depends on how the evolution time $t$ compares with the memory time of the bath.

Treat the frequency offset $\delta\omega$ as classical, stationary Gaussian noise of zero mean. The coherence then decays as $e^{-\chi}$, where $\chi$ is half the variance of the accumulated phase. This Gaussian average is the physical input; the development below starts from $\chi$ and evaluates it.

```lean
import Mathlib

open Real (exp)
open Filter Topology MeasureTheory

namespace HahnEchoOrnsteinUhlenbeck

noncomputable section
```

## Noise, pulse and exponent

The noise has correlation $\langle\delta\omega(u)\,\delta\omega(v)\rangle=b^2e^{-|u-v|/T}$. Here $b$ is the root-mean-square frequency offset, in angular units, and $T$ is the time over which the bath forgets its configuration. Both are parameters of the model and are not derived from a microscopic bath.

```lean
/-- Ornstein-Uhlenbeck correlation of the frequency noise at time lag `τ`, with amplitude `b`
and correlation time `T`. -/
def ouCorrelation (b T τ : ℝ) : ℝ := b ^ 2 * exp (-|τ| / T)
```

An ideal, instantaneous $\pi$ pulse at $t/2$ reverses the sign with which later phase accumulates. Thus $s(u)=+1$ for $u\le t/2$ and $s(u)=-1$ afterwards. The symbol $t$ is the total evolution time, twice the delay between the initial pulse and the refocusing pulse.

```lean
/-- Sign with which phase accumulates at time `u` in a Hahn echo of total length `t`: `+1` up to the
pulse at `t / 2` and `-1` after it. -/
def echoSign (t u : ℝ) : ℝ := if u ≤ t / 2 then 1 else -1
```

The exponent is

$$\chi(t)=\frac12\int_0^t\!du\int_0^t\!dv\;s(u)s(v)\,b^2e^{-|u-v|/T}.$$

In `dephasing` the sign function `s` is an argument, so the same definition serves for the echo and for free precession. All quantities are real numbers, and the integral is a genuine iterated integral.

```lean
/-- Dephasing exponent at time `t` for the sign function `s`: half the double time integral of
the signed noise correlation. -/
def dephasing (s : ℝ → ℝ) (b T t : ℝ) : ℝ :=
  1 / 2 * ∫ u in (0 : ℝ)..t, ∫ v in (0 : ℝ)..t, s u * s v * ouCorrelation b T (u - v)
```

## Three integrals

Every integrand below reduces to a constant plus two exponentials, for which

$$\int_a^c\!\left(A+Be^{-v/T}+Ce^{v/T}\right)dv=A(c-a)-TB\left(e^{-c/T}-e^{-a/T}\right)+TC\left(e^{c/T}-e^{a/T}\right).$$

The proof differentiates the antiderivative and applies the fundamental theorem of calculus.

```lean
/-- Time integral of a constant plus a decaying and a growing exponential. -/
theorem integral_exp_pair {T : ℝ} (hT : T ≠ 0) (A B C a c : ℝ) :
    ∫ v in a..c, (A + B * exp (-v / T) + C * exp (v / T)) =
      A * (c - a) - T * B * (exp (-c / T) - exp (-a / T))
        + T * C * (exp (c / T) - exp (a / T)) := by
  have hd : ∀ v : ℝ, HasDerivAt
      (fun v : ℝ => A * v - T * B * exp (-v / T) + T * C * exp (v / T))
      (A + B * exp (-v / T) + C * exp (v / T)) v := by
    intro v
    have h1 : HasDerivAt (fun v : ℝ => exp (-v / T)) (exp (-v / T) * (-1 / T)) v :=
      ((hasDerivAt_id' v).fun_neg.div_const T).exp
    have h2 : HasDerivAt (fun v : ℝ => exp (v / T)) (exp (v / T) * (1 / T)) v :=
      ((hasDerivAt_id' v).div_const T).exp
    have hTi : T * (1 / T) = 1 := mul_one_div_cancel hT
    refine ((((hasDerivAt_id' v).const_mul A).fun_sub (h1.const_mul (T * B))).fun_add
      (h2.const_mul (T * C))).congr_deriv ?_
    linear_combination (B * exp (-v / T) + C * exp (v / T)) * hTi
  rw [intervalIntegral.integral_eq_sub_of_hasDerivAt (fun v _ => hd v)
    (Continuous.intervalIntegrable (by fun_prop) a c)]
  ring
```

The sign function jumps at the pulse, so an integral must be split there. If $F$ equals a continuous $f$ on $(a,m]$ and a continuous $g$ on $(m,c]$, its integral is the sum of theirs. The lemma first obtains integrability of $F$ on each part from that of $f$ and $g$.

```lean
/-- A function that follows one continuous law before a switching time `m` and another after it
is integrated piece by piece. -/
theorem integral_two_pieces {a m c : ℝ} (h1 : a ≤ m) (h2 : m ≤ c) {F f g : ℝ → ℝ}
    (hf : Continuous f) (hg : Continuous g)
    (e1 : ∀ v ∈ Set.Ioc a m, F v = f v) (e2 : ∀ v ∈ Set.Ioc m c, F v = g v) :
    ∫ v in a..c, F v = (∫ v in a..m, f v) + ∫ v in m..c, g v := by
  have i1 : IntervalIntegrable F volume a m :=
    (intervalIntegrable_iff_integrableOn_Ioc_of_le h1).2
      (((intervalIntegrable_iff_integrableOn_Ioc_of_le h1).1
        (hf.intervalIntegrable a m)).congr_fun (fun v hv => (e1 v hv).symm) measurableSet_Ioc)
  have i2 : IntervalIntegrable F volume m c :=
    (intervalIntegrable_iff_integrableOn_Ioc_of_le h2).2
      (((intervalIntegrable_iff_integrableOn_Ioc_of_le h2).1
        (hg.intervalIntegrable m c)).congr_fun (fun v hv => (e2 v hv).symm) measurableSet_Ioc)
  rw [← intervalIntegral.integral_add_adjacent_intervals i1 i2]
  congr 1
  · rw [intervalIntegral.integral_of_le h1, intervalIntegral.integral_of_le h1]
    exact setIntegral_congr_fun measurableSet_Ioc e1
  · rw [intervalIntegral.integral_of_le h2, intervalIntegral.integral_of_le h2]
    exact setIntegral_congr_fun measurableSet_Ioc e2
```

For a time $u$ with $a\le u\le c$, splitting at $v=u$ removes the absolute value:

$$\int_a^c e^{-|u-v|/T}dv=T\left(2-e^{-(u-a)/T}-e^{-(c-u)/T}\right).$$

The Lean statement writes each exponential as a product, which leaves the dependence on $u$ ready for the next integration.

```lean
/-- Integral of the exponential memory kernel around a time `u` over a window containing `u`. -/
theorem integral_memory {T a u c : ℝ} (hT : 0 < T) (h1 : a ≤ u) (h2 : u ≤ c) :
    ∫ v in a..c, exp (-|u - v| / T) =
      T * (2 - exp (-u / T) * exp (a / T) - exp (u / T) * exp (-c / T)) := by
  have hu : exp (-u / T) * exp (u / T) = 1 := by
    rw [← Real.exp_add, neg_div, neg_add_cancel, Real.exp_zero]
  have e1 : ∀ v ∈ Set.Ioc a u, exp (-|u - v| / T) =
      0 + 0 * exp (-v / T) + exp (-u / T) * exp (v / T) := by
    intro v hv
    rw [abs_of_nonneg (by linarith [hv.2])]
    simp only [zero_mul, add_zero, zero_add, ← Real.exp_add]
    congr 1
    ring
  have e2 : ∀ v ∈ Set.Ioc u c, exp (-|u - v| / T) =
      0 + exp (u / T) * exp (-v / T) + 0 * exp (v / T) := by
    intro v hv
    rw [abs_of_nonpos (by linarith [hv.1])]
    simp only [zero_mul, add_zero, zero_add, ← Real.exp_add]
    congr 1
    ring
  rw [integral_two_pieces h1 h2 (by fun_prop) (by fun_prop) e1 e2,
    integral_exp_pair hT.ne', integral_exp_pair hT.ne']
  linear_combination (2 * T) * hu
```

## The echo exponent

Let $I_1(u)$ and $I_2(u)$ be the integrals of $e^{-|u-v|/T}$ over $v$ in the first and second half, and let $I=I_1+I_2$. The inner integral of the exponent is $s(u)\,b^2(I_1-I_2)$. Before the pulse this is $b^2(2I_1-I)$, or

$$b^2T\left[2-e^{-u/T}+\left(e^{-t/T}-2e^{-t/(2T)}\right)e^{u/T}\right].$$

After the pulse it is $b^2(2I_2-I)$, or

$$b^2T\left[2+\left(1-2e^{t/(2T)}\right)e^{-u/T}-e^{-t/T}e^{u/T}\right].$$

Put $x=t/T$ and $q=e^{-x/2}$. Integrating the first expression over $[0,t/2]$ gives

$$b^2T^2\left[x+(q-1)+(q^2-2q)(q^{-1}-1)\right]=b^2T^2(x-3+4q-q^2).$$

Integrating the second over $[t/2,t]$ gives

$$b^2T^2\left[x+(1-2q^{-1})(q-q^2)-q^2(q^{-2}-q^{-1})\right],$$

which simplifies to the same value. Half the sum is therefore

$$\chi(t)=b^2T^2\left(x-3+4e^{-x/2}-e^{-x}\right).$$

The theorem states this for every real $b$, every $T>0$ and every $t\ge0$. In its proof, `inner` is the difference of the two halves, and `e1` and `e2` are the two bracketed expressions. The closing steps write all exponentials through those at half time and finish by algebra.

```lean
/-- Hahn-echo dephasing exponent for Ornstein-Uhlenbeck noise, in closed form at every
time `t ≥ 0`. -/
theorem hahn_echo_dephasing {T t : ℝ} (b : ℝ) (hT : 0 < T) (ht : 0 ≤ t) :
    dephasing (echoSign t) b T t =
      b ^ 2 * T ^ 2 * (t / T - 3 + 4 * exp (-(t / T) / 2) - exp (-(t / T))) := by
  have hh : 0 ≤ t / 2 := by linarith
  have hh' : t / 2 ≤ t := by linarith
  have hs1 : ∀ v, v ≤ t / 2 → echoSign t v = 1 := fun v hv => if_pos hv
  have hs2 : ∀ v, t / 2 < v → echoSign t v = -1 := fun v hv => if_neg (not_le_of_gt hv)
  have K : ∀ u : ℝ, Continuous fun v : ℝ => exp (-|u - v| / T) := fun u => by fun_prop
  have hadd := fun u : ℝ => intervalIntegral.integral_add_adjacent_intervals
    ((K u).intervalIntegrable (μ := volume) 0 (t / 2))
    ((K u).intervalIntegrable (μ := volume) (t / 2) t)
  -- the pulse turns the inner integral into a difference of the two halves
  have inner : ∀ u, (∫ v in (0 : ℝ)..t, echoSign t u * echoSign t v * ouCorrelation b T (u - v))
      = echoSign t u * b ^ 2 * ((∫ v in (0 : ℝ)..(t / 2), exp (-|u - v| / T))
        - ∫ v in (t / 2)..t, exp (-|u - v| / T)) := by
    intro u
    refine (integral_two_pieces hh hh'
      (f := fun v => echoSign t u * b ^ 2 * exp (-|u - v| / T))
      (g := fun v => -(echoSign t u * b ^ 2) * exp (-|u - v| / T))
      (continuous_const.mul (K u)) (continuous_const.mul (K u))
      (fun v hv => by simp only [hs1 v hv.2, ouCorrelation]; ring)
      (fun v hv => by simp only [hs2 v hv.1, ouCorrelation]; ring)).trans ?_
    simp only [intervalIntegral.integral_const_mul]
    ring
  -- the inner integral for `u` before and after the pulse
  have e1 : ∀ u ∈ Set.Ioc 0 (t / 2),
      (∫ v in (0 : ℝ)..t, echoSign t u * echoSign t v * ouCorrelation b T (u - v)) =
      2 * b ^ 2 * T + (-(b ^ 2 * T)) * exp (-u / T)
        + (b ^ 2 * T * (exp (-t / T) - 2 * exp (-(t / 2) / T))) * exp (u / T) := by
    intro u hu
    have m1 := integral_memory hT hu.1.le hu.2
    have m2 := integral_memory hT hu.1.le (hu.2.trans hh')
    simp only [zero_div, Real.exp_zero] at m1 m2
    rw [inner, hs1 u hu.2]
    linear_combination b ^ 2 * (2 * m1 - m2 - hadd u)
  have e2 : ∀ u ∈ Set.Ioc (t / 2) t,
      (∫ v in (0 : ℝ)..t, echoSign t u * echoSign t v * ouCorrelation b T (u - v)) =
      2 * b ^ 2 * T + (b ^ 2 * T * (1 - 2 * exp (t / 2 / T))) * exp (-u / T)
        + (-(b ^ 2 * T * exp (-t / T))) * exp (u / T) := by
    intro u hu
    have m1 := integral_memory hT hu.1.le hu.2
    have m2 := integral_memory hT (hh.trans hu.1.le) hu.2
    simp only [zero_div, Real.exp_zero] at m2
    rw [inner, hs2 u hu.1]
    linear_combination b ^ 2 * (2 * m1 - m2 - hadd u)
  rw [dephasing, integral_two_pieces hh hh' (by fun_prop) (by fun_prop) e1 e2,
    integral_exp_pair hT.ne', integral_exp_pair hT.ne']
  simp only [neg_zero, zero_div, Real.exp_zero]
  -- express everything through the half-time exponentials
  have q1 : exp (-(t / 2) / T) = exp (-(t / T) / 2) := by congr 1; ring
  have q2 : exp (-t / T) = exp (-(t / T) / 2) * exp (-(t / T) / 2) := by
    rw [← Real.exp_add]; congr 1; ring
  have q3 : exp (-(t / T)) = exp (-(t / T) / 2) * exp (-(t / T) / 2) := by
    rw [← Real.exp_add]; congr 1; ring
  have p2 : exp (t / T) = exp (t / 2 / T) * exp (t / 2 / T) := by
    rw [← Real.exp_add]; congr 1; ring
  have hpq : exp (t / 2 / T) * exp (-(t / T) / 2) = 1 := by
    rw [← Real.exp_add, ← Real.exp_zero]; congr 1; ring
  have hTt : T * (t / T) = t := by field_simp
  rw [q1, q2, q3, p2]
  linear_combination (1 / 2 * b ^ 2 * T ^ 2 * (4 * exp (-(t / T) / 2) - 5
    - exp (t / 2 / T) * exp (-(t / T) / 2))) * hpq - b ^ 2 * T * hTt
```

At $t=0$ the bracket is $0-3+4-1=0$, as it must be. The condition $t\ge0$ matters. At $t=-2T$ with $b\ne0$, both integrations run backwards and their signs cancel, so the defining integral has its value at $2T$, about $0.336\,b^2T^2$. The closed formula would give about $-1.52\,b^2T^2$.

## What the pulse removes

Without the pulse, $s=1$ throughout and the inner integral is $b^2T\left(2-e^{-u/T}-e^{-t/T}e^{u/T}\right)$. Integrating over $u$ and halving gives, again for $T>0$ and $t\ge0$,

$$\chi_{\text{free}}(t)=b^2T^2\left(x-1+e^{-x}\right).$$

```lean
/-- Dephasing exponent of free precession, without any pulse, in the same noise. -/
theorem free_dephasing {T t : ℝ} (b : ℝ) (hT : 0 < T) (ht : 0 ≤ t) :
    dephasing (fun _ => 1) b T t = b ^ 2 * T ^ 2 * (t / T - 1 + exp (-(t / T))) := by
  have e : ∀ u ∈ Set.uIcc 0 t, (∫ v in (0 : ℝ)..t, ouCorrelation b T (u - v)) =
      2 * b ^ 2 * T + (-(b ^ 2 * T)) * exp (-u / T)
        + (-(b ^ 2 * T * exp (-t / T))) * exp (u / T) := by
    intro u hu
    rw [Set.uIcc_of_le ht] at hu
    have m := integral_memory hT hu.1 hu.2
    simp only [zero_div, Real.exp_zero] at m
    simp only [ouCorrelation, intervalIntegral.integral_const_mul]
    linear_combination b ^ 2 * m
  simp only [dephasing, one_mul]
  rw [intervalIntegral.integral_congr e, integral_exp_pair hT.ne']
  simp only [neg_zero, zero_div, Real.exp_zero]
  have hq : exp (-t / T) * exp (t / T) = 1 := by
    rw [← Real.exp_add, neg_div, neg_add_cancel, Real.exp_zero]
  have hTt : T * (t / T) = t := by field_simp
  rw [← neg_div]
  linear_combination (-(b ^ 2 * T)) * hTt - 1 / 2 * b ^ 2 * T ^ 2 * hq
```

Subtracting the echo result leaves $b^2T^2(2-4q+2q^2)$, so

$$\chi_{\text{free}}(t)-\chi(t)=2b^2T^2\left(1-e^{-x/2}\right)^2.$$

The difference is a square: in this noise model the pulse never increases the exponent.

```lean
/-- The amount by which the refocusing pulse lowers the dephasing exponent, as an explicit
square. -/
theorem free_sub_echo {T t : ℝ} (b : ℝ) (hT : 0 < T) (ht : 0 ≤ t) :
    dephasing (fun _ => 1) b T t - dephasing (echoSign t) b T t =
      2 * b ^ 2 * T ^ 2 * (1 - exp (-(t / T) / 2)) ^ 2 := by
  have q : exp (-(t / T)) = exp (-(t / T) / 2) * exp (-(t / T) / 2) := by
    rw [← Real.exp_add]; congr 1; ring
  rw [free_dephasing b hT ht, hahn_echo_dephasing b hT ht, q]
  ring
```

## Cubic onset

For $0\le y\le1$, write $e^{-y}=1-y+y^2/2-y^3/6+r(y)$ with $|r(y)|\le\tfrac{5}{96}y^4$. In $x-3+4e^{-x/2}-e^{-x}$ the constant, linear and quadratic terms cancel. The cubic coefficient is $-\tfrac{4}{48}+\tfrac16=\tfrac1{12}$, and the remainder satisfies

$$|4r(x/2)-r(x)|\le\tfrac{5}{96}\left(\tfrac14+1\right)x^4\le x^4.$$

The lemma takes the bound on $r$ from Mathlib's `Real.exp_bound`, uses it at $x$ and at $x/2$, and combines the inequalities linearly.

```lean
/-- For times from zero up to the correlation time (`0 ≤ x ≤ 1`), the reduced echo exponent differs
from `x ^ 3 / 12` by at most `x ^ 4`. -/
theorem echo_cubic_bound {x : ℝ} (h0 : 0 ≤ x) (h1 : x ≤ 1) :
    |x - 3 + 4 * exp (-x / 2) - exp (-x) - x ^ 3 / 12| ≤ x ^ 4 := by
  have taylor : ∀ y : ℝ, 0 ≤ y → y ≤ 1 →
      |exp (-y) - (1 - y + y ^ 2 / 2 - y ^ 3 / 6)| ≤ y ^ 4 * (5 / 96) := by
    intro y hy hy1
    have h := Real.exp_bound (x := -y) (by rw [abs_neg, abs_of_nonneg hy]; exact hy1)
      (n := 4) (by norm_num)
    have hs : ∑ m ∈ Finset.range 4, (-y) ^ m / (m.factorial : ℝ) =
        1 - y + y ^ 2 / 2 - y ^ 3 / 6 := by
      simp [Finset.sum_range_succ, Nat.factorial]
      ring
    rw [hs, abs_neg, abs_of_nonneg hy] at h
    refine h.trans (le_of_eq ?_)
    norm_num [Nat.factorial]
  obtain ⟨a1, a2⟩ := abs_le.1 (taylor x h0 h1)
  obtain ⟨b1, b2⟩ := abs_le.1 (taylor (x / 2) (by linarith) (by linarith))
  have h4 : 0 ≤ x ^ 4 := by positivity
  rw [neg_div]
  ring_nf at a1 a2 b1 b2 ⊢
  exact abs_le.2 ⟨by linarith, by linarith⟩
```

For $0<t<T$, multiplying by $b^2T^2/t^3$ gives

$$\left|\frac{\chi(t)}{t^3}-\frac{b^2}{12T}\right|\le\frac{b^2t}{T^2}.$$

The right side vanishes as $t\to0$, and squeezing yields the limit $b^2/(12T)$. In Lean, `𝓝[>] 0` restricts the approach to positive times.

```lean
/-- Short-time law of the Hahn echo: the dephasing exponent divided by `t ^ 3` tends to
`b ^ 2 / (12 * T)` as `t` tends to zero from above. -/
theorem hahn_echo_short_time {T : ℝ} (b : ℝ) (hT : 0 < T) :
    Tendsto (fun t => dephasing (echoSign t) b T t / t ^ 3) (𝓝[>] 0)
      (𝓝 (b ^ 2 / (12 * T))) := by
  rw [tendsto_iff_norm_sub_tendsto_zero]
  have hc : Continuous (fun t : ℝ => b ^ 2 / T ^ 2 * t) := by fun_prop
  have hlim : Tendsto (fun t : ℝ => b ^ 2 / T ^ 2 * t) (𝓝[>] 0) (𝓝 0) :=
    (hc.tendsto' 0 0 (by simp)).mono_left nhdsWithin_le_nhds
  refine squeeze_zero' (Eventually.of_forall fun t => norm_nonneg _) ?_ hlim
  filter_upwards [Ioo_mem_nhdsGT hT] with t ht
  obtain ⟨h0, h1⟩ := ht
  have hb := echo_cubic_bound (x := t / T) (by positivity) ((div_le_one hT).2 h1.le)
  have key : ∀ y : ℝ, b ^ 2 * T ^ 2 * y / t ^ 3 - b ^ 2 / (12 * T) =
      b ^ 2 * T ^ 2 / t ^ 3 * (y - (t / T) ^ 3 / 12) := by
    intro y
    field_simp
  rw [hahn_echo_dephasing b hT h0.le, Real.norm_eq_abs, key, abs_mul,
    abs_of_nonneg (by positivity : 0 ≤ b ^ 2 * T ^ 2 / t ^ 3)]
  -- the quartic remainder leaves an error linear in `t`
  refine (mul_le_mul_of_nonneg_left hb (by positivity)).trans (le_of_eq ?_)
  field_simp

end

end HahnEchoOrnsteinUhlenbeck
```

The same estimate describes a slow bath: at fixed $b$ and $t$, letting $T\to\infty$ sends $\chi$ to zero, which is the complete refocusing of a static offset.

For a single spin in classical Gaussian noise with exponential correlation and an ideal pulse, the formula gives an echo decay close to $\exp[-b^2t^3/(12T)]$ when $t\ll T$, against which a stochastic simulation of the same model can be tested. Quantum back-action on the bath, pulses of finite length and energy relaxation are absent from the model.

```lean
#print axioms HahnEchoOrnsteinUhlenbeck.hahn_echo_dephasing
#print axioms HahnEchoOrnsteinUhlenbeck.free_sub_echo
#print axioms HahnEchoOrnsteinUhlenbeck.hahn_echo_short_time
```

```
'HahnEchoOrnsteinUhlenbeck.hahn_echo_dephasing' depends on axioms: [propext, Classical.choice, Quot.sound]
'HahnEchoOrnsteinUhlenbeck.free_sub_echo' depends on axioms: [propext, Classical.choice, Quot.sound]
'HahnEchoOrnsteinUhlenbeck.hahn_echo_short_time' depends on axioms: [propext, Classical.choice, Quot.sound]
```
